# Dyson's equation has exactly one solution below all poles when the self-energy is a finite, non-empty sum of simple poles of positive weight, all above the bare level

A level of energy `e` is coupled to a finite, non-empty set of boson modes with energies `w k` and squared couplings `b k`, all positive. Its self-energy is modelled as Σ(x) = ∑ₖ bₖ/(x − e − wₖ), with the bare level energy `e` in the denominators. The failing theorem, `existsUnique_quasiparticle`, states that Dyson's equation E = e + Σ(E) has exactly one real solution below all the poles e + wₖ. For existence, the attempt applies the intermediate value theorem to x − e − Σ(x) between e + Σ(e) and e. For uniqueness, it uses the fact that Σ strictly decreases below the poles.

The first attempt, which Lean rejects:

```lean
import Mathlib

open Finset

namespace ExistsUniqueQuasiparticle

noncomputable section

variable {ι : Type*} [Fintype ι]

/-- The self-energy of a level `e` with squared couplings `b k` to boson modes of energy `w k`, at a
real frequency `x` away from the poles `e + w k`. -/
def selfEnergy (b w : ι → ℝ) (e x : ℝ) : ℝ := ∑ k, b k / (x - e - w k)

/-- `E` is a Dyson quasiparticle energy: it lies below all poles of the self-energy and solves
Dyson's equation `E = e + Σ(E)`. -/
def IsQuasiparticle (b w : ι → ℝ) (e E : ℝ) : Prop :=
  (∀ k, E < e + w k) ∧ E = e + selfEnergy b w e E

/-- Away from its poles the self-energy has the derivative `-∑ b k / (x - e - w k)²`. -/
theorem hasDerivAt_selfEnergy (b w : ι → ℝ) (e x : ℝ) (hx : ∀ k, x ≠ e + w k) :
    HasDerivAt (selfEnergy b w e) (-∑ k, b k / (x - e - w k) ^ 2) x := by
  have h : HasDerivAt (fun y => ∑ k, b k / (y - e - w k))
      (∑ k, -(b k / (x - e - w k) ^ 2)) x := by
    refine HasDerivAt.fun_sum (fun k _ => ?_)
    have hne : x - e - w k ≠ 0 := fun h0 => hx k (by linarith)
    exact ((hasDerivAt_const x (b k)).fun_div
      (((hasDerivAt_id' x).sub_const e).sub_const (w k)) hne).congr_deriv (by ring)
  rw [Finset.sum_neg_distrib] at h
  exact h

variable [Nonempty ι] {b w : ι → ℝ} {e : ℝ}

/-- With at least one mode and every `b k` positive, the self-energy is negative below all its
poles. -/
theorem selfEnergy_neg (hb : ∀ k, 0 < b k) {x : ℝ} (hx : ∀ k, x < e + w k) :
    selfEnergy b w e x < 0 := by
  have h : 0 < ∑ k, -(b k / (x - e - w k)) :=
    Finset.sum_pos (fun k _ => neg_pos.mpr
      (div_neg_of_pos_of_neg (hb k) (by linarith [hx k]))) Finset.univ_nonempty
  rw [Finset.sum_neg_distrib] at h
  unfold selfEnergy
  linarith

/-- With at least one mode, every `b k` positive and two different frequencies below all poles, the
self-energy at one lies strictly below its linearisation about the other. -/
theorem selfEnergy_lt_tangent (hb : ∀ k, 0 < b k) {x y : ℝ} (hx : ∀ k, x < e + w k)
    (hy : ∀ k, y < e + w k) (hxy : x ≠ y) :
    selfEnergy b w e y < selfEnergy b w e x + deriv (selfEnergy b w e) x * (y - x) := by
  rw [(hasDerivAt_selfEnergy b w e x (fun k => (hx k).ne)).deriv]
  have hsum : selfEnergy b w e x + (-∑ k, b k / (x - e - w k) ^ 2) * (y - x)
      = ∑ k, (b k / (x - e - w k) - b k / (x - e - w k) ^ 2 * (y - x)) := by
    rw [Finset.sum_sub_distrib, ← Finset.sum_mul]
    unfold selfEnergy
    ring
  rw [hsum]
  refine Finset.sum_lt_sum_of_nonempty Finset.univ_nonempty (fun k _ => ?_)
  have hu : x - e - w k < 0 := by linarith [hx k]
  have hv : y - e - w k < 0 := by linarith [hy k]
  have hd : y - x = (y - e - w k) - (x - e - w k) := by ring
  have hd2 : 0 < (y - x) ^ 2 :=
    lt_of_le_of_ne (sq_nonneg _) (pow_ne_zero 2 (sub_ne_zero.mpr hxy.symm)).symm
  rw [hd] at hd2 ⊢
  generalize x - e - w k = u at *
  generalize y - e - w k = v at *
  -- the gap between tangent and curve, pole by pole
  have key : b k / u - b k / u ^ 2 * (v - u) - b k / v
      = b k * (v - u) ^ 2 / (u ^ 2 * (-v)) := by
    have hu0 := hu.ne
    have hv0 := hv.ne
    field_simp
    ring
  have hpos : 0 < b k * (v - u) ^ 2 / (u ^ 2 * (-v)) :=
    div_pos (mul_pos (hb k) hd2) (mul_pos (by nlinarith) (neg_pos.mpr hv))
  linarith

/-- With at least one mode and every `b k` positive, the self-energy strictly decreases with
frequency below all poles. -/
theorem selfEnergy_strictAnti (hb : ∀ k, 0 < b k) {x y : ℝ} (hxy : x < y)
    (hy : ∀ k, y < e + w k) : selfEnergy b w e y < selfEnergy b w e x := by
  have hx : ∀ k, x < e + w k := fun k => hxy.trans (hy k)
  have h := selfEnergy_lt_tangent hb hx hy hxy.ne
  rw [(hasDerivAt_selfEnergy b w e x (fun k => (hx k).ne)).deriv] at h
  have hs : 0 ≤ ∑ k, b k / (x - e - w k) ^ 2 :=
    Finset.sum_nonneg (fun k _ => div_nonneg (hb k).le (sq_nonneg _))
  nlinarith [mul_nonneg hs (sub_nonneg.mpr hxy.le)]

/-- With at least one mode and every `b k` and `w k` positive, Dyson's equation has exactly one
solution below all poles of the self-energy. -/
theorem existsUnique_quasiparticle (hb : ∀ k, 0 < b k) (hw : ∀ k, 0 < w k) :
    ∃! E, IsQuasiparticle b w e E := by
  have he : ∀ k, e < e + w k := fun k => by linarith [hw k]
  have hneg := selfEnergy_neg hb he
  have hlt : e + selfEnergy b w e e < e := by linarith
  have hanti := selfEnergy_strictAnti hb hlt he
  have hcont : ContinuousOn (fun x => x - e - selfEnergy b w e x)
      (Set.Icc (e + selfEnergy b w e e) e) := by
    intro x hx
    have hc := (hasDerivAt_selfEnergy b w e x
      (fun k => (lt_of_le_of_lt hx.2 (he k)).ne)).continuousAt
    exact ((continuousAt_id.sub continuousAt_const).sub hc).continuousWithinAt
  -- Dyson's equation changes sign between the on-shell energy and the bare level
  obtain ⟨E, hE, h0⟩ := intermediate_value_Icc hlt.le hcont
    (show (0 : ℝ) ∈ Set.Icc _ _ from ⟨by dsimp only; linarith, by dsimp only; linarith⟩)
  dsimp only at h0
  refine ⟨E, ⟨fun k => lt_of_le_of_lt hE.2 (he k), by linarith⟩, ?_⟩
  rintro F ⟨hF, hFr⟩
  have hEp : ∀ k, E < e + w k := fun k => lt_of_le_of_lt hE.2 (he k)
  rcases lt_trichotomy F E with h | h | h
  · linarith [selfEnergy_strictAnti hb h hEp]
  · exact h
  · linarith [selfEnergy_strictAnti hb h hF]

end

end ExistsUniqueQuasiparticle
```

The error:

```
Main.lean:104:41: error: `dsimp` made no progress
Main.lean:104:66: error: `dsimp` made no progress
```

What went wrong. Both messages concern the proof that 0 lies between the values of x − e − Σ(x) at the two endpoints. In each half `dsimp only` found nothing to simplify. It then fails instead of passing the goal on, so the `linarith` after it never ran.

The messages do not print the goals, so they leave two explanations open. The bounds, written `_ _` in the `show`, may still have been undetermined when the tactics ran, or they may already have been filled in and simplified.

The repair works in either case. `hl` and `hr` state the two inequalities in full, `linarith` proves them without `dsimp`, and `⟨hl, hr⟩` supplies the membership.

`hroot` restates `h0` as an explicit equation, replacing a `dsimp only at h0` that drew no message. Moving `hEp` up under the name `hp`, and rewording the comment, are tidying.

After these edits no error is left:

```diff
@@ -100,13 +100,15 @@
       (fun k => (lt_of_le_of_lt hx.2 (he k)).ne)).continuousAt
     exact ((continuousAt_id.sub continuousAt_const).sub hc).continuousWithinAt
-  -- Dyson's equation changes sign between the on-shell energy and the bare level
-  obtain ⟨E, hE, h0⟩ := intermediate_value_Icc hlt.le hcont
-    (show (0 : ℝ) ∈ Set.Icc _ _ from ⟨by dsimp only; linarith, by dsimp only; linarith⟩)
-  dsimp only at h0
-  refine ⟨E, ⟨fun k => lt_of_le_of_lt hE.2 (he k), by linarith⟩, ?_⟩
+  -- Dyson's equation changes sign between `e + Σ(e)` and the bare level
+  have hl : e + selfEnergy b w e e - e - selfEnergy b w e (e + selfEnergy b w e e) ≤ 0 := by
+    linarith
+  have hr : 0 ≤ e - e - selfEnergy b w e e := by linarith
+  obtain ⟨E, hE, h0⟩ := intermediate_value_Icc hlt.le hcont ⟨hl, hr⟩
+  have hroot : E - e - selfEnergy b w e E = 0 := h0
+  have hp : ∀ k, E < e + w k := fun k => lt_of_le_of_lt hE.2 (he k)
+  refine ⟨E, ⟨hp, by linarith⟩, ?_⟩
   rintro F ⟨hF, hFr⟩
-  have hEp : ∀ k, E < e + w k := fun k => lt_of_le_of_lt hE.2 (he k)
   rcases lt_trichotomy F E with h | h | h
-  · linarith [selfEnergy_strictAnti hb h hEp]
+  · linarith [selfEnergy_strictAnti hb h hp]
   · exact h
   · linarith [selfEnergy_strictAnti hb h hF]
```
